# The Breit-Wheeler function grows as 2 ln((1+b)/(1−b)) as the electron speed b nears that of light

In the Breit-Wheeler process two photons turn into an electron and a positron. The lowest-order total cross-section for unpolarised photons is (πr²/2)(1 − b²) times a bracketed function of b, where r is the classical electron radius and b is the speed of the electron in the centre-of-momentum frame, in units of the speed of light. The file defines that bracket as `totalF`, equal to (3 − b⁴) ln((1+b)/(1−b)) − 2b(2 − b²), without the prefactor and without deriving it from scattering theory. The theorem `leading_logarithm` says that `totalF` divided by ln((1+b)/(1−b)) tends to 2 as b tends to 1 from below. The proof splits the ratio into 3 − b⁴, which tends to 2, minus 2b(2 − b²) over the logarithm, which tends to 0 because the numerator stays finite while the logarithm diverges.

Lean 4 with Mathlib refuses this proof:

```lean
import Mathlib

open Filter Topology Set

namespace BreitWheeler

noncomputable section

/-- The closed Breit-Wheeler function of the electron speed `b`. -/
def totalF (b : ℝ) : ℝ :=
  (3 - b ^ 4) * Real.log ((1 + b) / (1 - b)) - 2 * b * (2 - b ^ 2)

/-- As the electron speed approaches that of light, the ratio of the Breit-Wheeler function to
`ln((1+b)/(1-b))` tends to 2. -/
theorem leading_logarithm :
    Tendsto (fun b => totalF b / Real.log ((1 + b) / (1 - b))) (𝓝[<] 1) (𝓝 2) := by
  have hz : Tendsto (fun b : ℝ => 1 - b) (𝓝[<] 1) (𝓝[>] 0) := by
    refine tendsto_nhdsWithin_iff.mpr
      ⟨(Continuous.tendsto' (by fun_prop) 1 0 (by norm_num)).mono_left nhdsWithin_le_nhds, ?_⟩
    filter_upwards [self_mem_nhdsWithin] with b hb
    exact sub_pos.mpr hb
  have hn : Tendsto (fun b : ℝ => 1 + b) (𝓝[<] 1) (𝓝 2) :=
    (Continuous.tendsto' (by fun_prop) 1 2 (by norm_num)).mono_left nhdsWithin_le_nhds
  -- the logarithm itself diverges
  have hL : Tendsto (fun b : ℝ => Real.log ((1 + b) / (1 - b))) (𝓝[<] 1) atTop :=
    Real.tendsto_log_atTop.comp
      (hn.pos_mul_atTop (by norm_num) (tendsto_inv_nhdsGT_zero.comp hz))
  have hA : Tendsto (fun b : ℝ => 3 - b ^ 4) (𝓝[<] 1) (𝓝 2) :=
    (Continuous.tendsto' (by fun_prop) 1 2 (by norm_num)).mono_left nhdsWithin_le_nhds
  have hB : Tendsto (fun b : ℝ => 2 * b * (2 - b ^ 2)) (𝓝[<] 1) (𝓝 2) :=
    (Continuous.tendsto' (by fun_prop) 1 2 (by norm_num)).mono_left nhdsWithin_le_nhds
  have h := hA.sub (hB.div_atTop hL)
  rw [sub_zero] at h
  refine h.congr' ?_
  filter_upwards [hL.eventually_gt_atTop 0] with b hb
  rw [totalF, sub_div, mul_div_cancel_right₀ _ hb.ne']

end

end BreitWheeler
```

Messages:

```
Main.lean:21:22: error: Application type mismatch: The argument
  hb
has type
  b ∈ Iio 1
but is expected to have type
  ?m.140 < ?m.139
in the application
  sub_pos.mpr hb
```

Cause. The error lies in the step showing that 1 − b is positive when b is below 1. There `hb` has the type `b ∈ Iio 1`, membership in the set of reals below 1, while `sub_pos.mpr` wants a strict inequality. The membership means b < 1 by definition, but the inequality Lean expected was `?m.140 < ?m.139`, with both sides still undetermined, and unification did not get from the membership to an inequality of that form. Hence the type mismatch.

The repair makes the translation explicit. `mem_Iio.mp hb` turns the membership into `hb1 : b < 1`. The goal is a membership too, that of 1 − b in `Ioi 0`, and `mem_Ioi.mpr` reduces it to the inequality 0 < 1 − b, which `linarith` proves from `hb1`. `sub_pos` is then no longer used.

This version goes through:

```diff
@@ -19,5 +19,6 @@
       ⟨(Continuous.tendsto' (by fun_prop) 1 0 (by norm_num)).mono_left nhdsWithin_le_nhds, ?_⟩
     filter_upwards [self_mem_nhdsWithin] with b hb
-    exact sub_pos.mpr hb
+    have hb1 : b < 1 := mem_Iio.mp hb
+    exact mem_Ioi.mpr (by linarith)
   have hn : Tendsto (fun b : ℝ => 1 + b) (𝓝[<] 1) (𝓝 2) :=
     (Continuous.tendsto' (by fun_prop) 1 2 (by norm_num)).mono_left nhdsWithin_le_nhds
```
